# Derivatives of SCF iterates converge when the update is C¹ with ‖D_xF‖ ≤ q < 1

A molecule sits in an electric field of strength t, and a self-consistent field (SCF) calculation gives its electronic state x(t). The polarizability requires the derivative of that state with respect to t. The code, however, has only the iterates x_k(t), and differentiating the loop gives x_k'(t). Convergence of functions does not in general imply convergence of their derivatives, so it has to be asked whether x_k'(t) approaches x'(t).

## The limit and the response equation

Write one SCF step as x_(k+1)(t) = F(x_k(t), t). Let J = D_xF be its derivative with respect to the state and b = ∂F/∂t its derivative with respect to the parameter at fixed state. Suppose that the states form a complete normed space such as ℝⁿ, that F is continuously differentiable, that ‖J‖ ≤ q < 1 everywhere, and that the initial guess x₀(t) is differentiable, for instance constant. Then there is exactly one self-consistent state x(t) for each t, it is differentiable, and for every t

x_k(t) → x(t) and x_k'(t) → x'(t).

The limit v = x'(t) solves the linear response equation

v = J(x(t), t) v + b(x(t), t).

## Forward differentiation of an SCF loop

Forward-mode automatic differentiation carries x_k' along with x_k through the loop. For a continuously differentiable update that is a uniform contraction in the state, the result converges to the same response vector that a coupled-perturbed solver obtains from the linear equation. The two routes can therefore be checked against each other.

## From contraction to convergent derivatives

**The solution.** The mean value inequality gives

‖F(y, t) − F(z, t)‖ ≤ q ‖y − z‖.

Banach's fixed-point theorem then supplies x(t). Two solutions at the same t would satisfy ‖y − z‖ ≤ q ‖y − z‖, so they coincide. Also ‖x_k(t) − x(t)‖ ≤ q^k ‖x₀(t) − x(t)‖ → 0.

**The response vector.** At fixed t, the map w ↦ J(x(t), t) w + b(x(t), t) is a contraction too. Call its fixed point v; the next step shows that v is x'(t).

**Differentiability of x.** For s near t, split

x(s) − x(t) = [F(x(s), s) − F(x(t), s)] + [F(x(t), s) − F(x(t), t)].

The first bracket is at most q ‖x(s) − x(t)‖, so

(1 − q) ‖x(s) − x(t)‖ ≤ ‖F(x(t), s) − F(x(t), t)‖ = O(|s − t|).

With J and b taken at (x(t), t), let

R(s) = F(x(s), s) − F(x(t), t) − J (x(s) − x(t)) − (s − t) b.

This Taylor remainder is o(‖x(s) − x(t)‖ + |s − t|), hence o(|s − t|). Put d(s) = x(s) − x(t) − (s − t) v. Since v = J v + b,

d(s) = J d(s) + R(s), so ‖d(s)‖ ≤ ‖R(s)‖ / (1 − q) = o(|s − t|).

Thus x'(t) = v.

**The differentiated loop.** Let J_k and b_k be the values of J and b at (x_k(t), t). The chain rule gives x_(k+1)' = J_k x_k' + b_k, and subtracting v gives

x_(k+1)' − v = J_k (x_k' − v) + (J_k v + b_k − v).

The last bracket tends to zero, because J and b are continuous and the bracket vanishes at the solution. With a_k = ‖x_k' − v‖ and δ_k = ‖J_k v + b_k − v‖,

a_(k+1) ≤ q a_k + δ_k, δ_k → 0.

**The damped recursion.** Given ε > 0, choose N with δ_k ≤ (1 − q) ε/2 for k ≥ N. Induction on m gives

a_(N+m) ≤ q^m a_N + ε/2,

because q (q^m a_N + ε/2) + (1 − q) ε/2 = q^(m+1) a_N + ε/2. For large m the right side is below ε, so a_k → 0.

**The borderline case.** For F(x, t) = t − x the norm of J is 1 and the solution is t/2. From the guess 0 the iterates are 0, t, 0, t, …, and their derivatives are 0, 1, 0, 1, …, which have no limit.

## The Lean file

```lean
import Mathlib

open Filter Topology Asymptotics

namespace SCFDifferentiation

noncomputable section

variable {E : Type*} [NormedAddCommGroup E] [NormedSpace ℝ E]

/-- The SCF iterates `x_(k+1)(t) = F(x_k(t), t)`, started from the guess `x₀(t)`. -/
def scfIterate (F : E × ℝ → E) (x₀ : ℝ → E) : ℕ → ℝ → E
  | 0 => x₀
  | k + 1 => fun t => F (scfIterate F x₀ k t, t)

/-- The derivative of a differentiable SCF map with respect to the state, at fixed parameter. -/
def scfJacobian (F : E × ℝ → E) (p : E × ℝ) : E →L[ℝ] E :=
  (fderiv ℝ F p).comp (ContinuousLinearMap.inl ℝ E ℝ)

/-- The derivative of a differentiable SCF map with respect to the parameter, at fixed state. -/
def explicitDeriv (F : E × ℝ → E) (p : E × ℝ) : E := fderiv ℝ F p (0, 1)

/-- The total derivative of the SCF map is the sum of its state part and its parameter part. -/
theorem fderiv_split (F : E × ℝ → E) (p : E × ℝ) (y : E) (c : ℝ) :
    fderiv ℝ F p (y, c) = scfJacobian F p y + c • explicitDeriv F p := by
  have e : ((y, c) : E × ℝ) = (y, 0) + c • ((0, 1) : E × ℝ) := by simp
  rw [e, map_add, map_smul]
  rfl

/-- Differentiating one SCF step: if the state has derivative `v` and `F` is differentiable,
the updated state has derivative `D_xF v + ∂F/∂t`. -/
theorem hasDerivAt_step {F : E × ℝ → E} (hF : Differentiable ℝ F) {x : ℝ → E} {v : E} {t : ℝ}
    (hx : HasDerivAt x v t) :
    HasDerivAt (fun s => F (x s, s))
      (scfJacobian F (x t, t) v + explicitDeriv F (x t, t)) t := by
  have hg : HasDerivAt (fun s => (x s, s)) (v, (1 : ℝ)) t := hx.prodMk (hasDerivAt_id' t)
  have h := (hF (x t, t)).hasFDerivAt.comp_hasDerivAt_of_eq t hg rfl
  refine h.congr_deriv ?_
  rw [fderiv_split, one_smul]

/-- If the state derivative of a differentiable SCF map is bounded by `q` in norm, one SCF step
multiplies the distance of two states by at most `q`. -/
theorem step_contracts {F : E × ℝ → E} (hF : Differentiable ℝ F) {q : ℝ}
    (hJ : ∀ p, ‖scfJacobian F p‖ ≤ q) (t : ℝ) (y z : E) :
    ‖F (y, t) - F (z, t)‖ ≤ q * ‖y - z‖ := by
  have hd : ∀ w ∈ (Set.univ : Set E),
      HasFDerivWithinAt (fun u => F (u, t)) (scfJacobian F (w, t)) Set.univ w := fun w _ =>
    ((hF (w, t)).hasFDerivAt.comp w (hasFDerivAt_prodMk_left w t)).hasFDerivWithinAt
  exact Convex.norm_image_sub_le_of_norm_hasFDerivWithin_le hd (fun w _ => hJ (w, t))
    convex_univ (Set.mem_univ z) (Set.mem_univ y)

omit [NormedSpace ℝ E] in
/-- A contraction of a complete normed group has a fixed point. -/
theorem exists_fixed [CompleteSpace E] {f : E → E} {q : ℝ} (hq0 : 0 ≤ q) (hq : q < 1)
    (h : ∀ y z, ‖f y - f z‖ ≤ q * ‖y - z‖) : ∃ y, f y = y := by
  lift q to NNReal using hq0
  have hc : ContractingWith q f := ⟨by exact_mod_cast hq,
    LipschitzWith.of_dist_le_mul fun y z => by simpa only [dist_eq_norm] using h y z⟩
  exact ⟨_, hc.fixedPoint_isFixedPt⟩

/-- A nonnegative error that is damped by a factor `0 ≤ q < 1` in each step and fed by a
vanishing source tends to zero. -/
theorem damped_tendsto_zero {a δ : ℕ → ℝ} {q : ℝ} (hq0 : 0 ≤ q) (hq : q < 1)
    (ha : ∀ k, 0 ≤ a k) (h : ∀ k, a (k + 1) ≤ q * a k + δ k)
    (hδ : Tendsto δ atTop (𝓝 0)) : Tendsto a atTop (𝓝 0) := by
  rw [Metric.tendsto_atTop]
  intro ε hε
  have hpos : 0 < (1 - q) * (ε / 2) := mul_pos (by linarith) (by linarith)
  obtain ⟨N, hN⟩ := eventually_atTop.1 (hδ.eventually_lt_const hpos)
  -- once the source is small, the error is a geometric term plus ε / 2
  have hb : ∀ m, a (N + m) ≤ q ^ m * a N + ε / 2 := by
    intro m
    induction m with
    | zero => rw [pow_zero, add_zero, one_mul]; linarith
    | succ m ih =>
      have h1 := h (N + m)
      have h2 := hN (N + m) (by omega)
      have h3 := mul_le_mul_of_nonneg_left ih hq0
      change a (N + m + 1) ≤ _
      rw [pow_succ]
      linarith
  have hp := (tendsto_pow_atTop_nhds_zero_of_lt_one hq0 hq).mul_const (a N)
  rw [zero_mul] at hp
  obtain ⟨M, hM⟩ := eventually_atTop.1 (hp.eventually_lt_const (half_pos hε))
  refine ⟨N + M, fun k hk => ?_⟩
  obtain ⟨m, rfl⟩ := Nat.exists_eq_add_of_le (show N ≤ k by omega)
  have h1 := hb m
  have h2 : q ^ m * a N < ε / 2 := hM m (by omega)
  rw [Real.dist_eq, sub_zero, abs_of_nonneg (ha _)]
  linarith

/-- Linear response: for a C¹ SCF map with `‖D_xF‖ ≤ q < 1`, a solution `v` of
`D_xF v + ∂F/∂t = v` at the self-consistent state is the derivative of that state. -/
theorem hasDerivAt_fixedPoint {F : E × ℝ → E} (hF : ContDiff ℝ 1 F) {q : ℝ} (hq : q < 1)
    (hJ : ∀ p, ‖scfJacobian F p‖ ≤ q) {x : ℝ → E} (hx : ∀ t, F (x t, t) = x t) {t : ℝ} {v : E}
    (hv : scfJacobian F (x t, t) v + explicitDeriv F (x t, t) = v) : HasDerivAt x v t := by
  have hD : Differentiable ℝ F := hF.differentiable (by simp)
  have absorb : ∀ a c : ℝ, a ≤ q * a + c → a ≤ (1 - q)⁻¹ * c := by
    intro a c h
    rw [inv_mul_eq_div, le_div_iff₀ (by linarith)]
    linarith
  -- the self-consistent state moves at most linearly in the parameter
  have h1 : (fun s => x s - x t) =O[𝓝 t] (fun s => F (x t, s) - F (x t, t)) := by
    refine IsBigO.of_bound (1 - q)⁻¹ (Eventually.of_forall fun s => absorb _ _ ?_)
    calc ‖x s - x t‖ = ‖(F (x s, s) - F (x t, s)) + (F (x t, s) - F (x t, t))‖ := by
          rw [sub_add_sub_cancel, hx s, hx t]
      _ ≤ ‖F (x s, s) - F (x t, s)‖ + ‖F (x t, s) - F (x t, t)‖ := norm_add_le _ _
      _ ≤ _ := by gcongr; exact step_contracts hD hJ s _ _
  have hO : (fun s => x s - x t) =O[𝓝 t] (fun s => s - t) :=
    h1.trans (hasDerivAt_step hD (hasDerivAt_const t (x t))).differentiableAt.isBigO_sub
  have h0 : Tendsto (fun s : ℝ => s - t) (𝓝 t) (𝓝 0) :=
    tendsto_sub_nhds_zero_iff.2 tendsto_id
  have hc : Tendsto (fun s => (x s, s)) (𝓝 t) (𝓝 (x t, t)) :=
    (tendsto_sub_nhds_zero_iff.1 (hO.trans_tendsto h0)).prodMk_nhds tendsto_id
  -- hence the Taylor remainder of F is of higher order in the parameter
  have h3 : (fun s => F (x s, s) - F (x t, t) - fderiv ℝ F (x t, t) ((x s, s) - (x t, t)))
      =o[𝓝 t] (fun s => s - t) :=
    ((hD (x t, t)).hasFDerivAt.isLittleO.comp_tendsto hc).trans_isBigO
      (hO.prod_left (isBigO_refl _ _))
  rw [hasDerivAt_iff_isLittleO]
  refine IsBigO.trans_isLittleO (IsBigO.of_bound (1 - q)⁻¹
    (Eventually.of_forall fun s => absorb _ _ ?_)) h3
  have key : x s - x t - (s - t) • v = scfJacobian F (x t, t) (x s - x t - (s - t) • v) +
      (F (x s, s) - F (x t, t) - fderiv ℝ F (x t, t) ((x s, s) - (x t, t))) := by
    rw [Prod.mk_sub_mk, fderiv_split, hx s, hx t, map_sub _ (x s - x t), map_smul]
    linear_combination (norm := module) (s - t) • hv
  exact (congrArg norm key).le.trans ((norm_add_le _ _).trans
    (add_le_add ((scfJacobian F (x t, t)).le_of_opNorm_le (hJ _) _) le_rfl))

/-- For a C¹ SCF map on a complete space with `‖D_xF‖ ≤ q < 1` and a differentiable guess, there
is exactly one self-consistent state for each parameter, it is differentiable, and the iterates
and their derivatives converge to it and to its derivative. -/
theorem scf_derivatives_converge [CompleteSpace E] {F : E × ℝ → E} (hF : ContDiff ℝ 1 F)
    {q : ℝ} (hq : q < 1) (hJ : ∀ p, ‖scfJacobian F p‖ ≤ q)
    {x₀ : ℝ → E} (hx₀ : Differentiable ℝ x₀) :
    ∃ x : ℝ → E, (∀ t y, F (y, t) = y ↔ y = x t) ∧ Differentiable ℝ x ∧
      (∀ k, Differentiable ℝ (scfIterate F x₀ k)) ∧
      ∀ t, Tendsto (fun k => scfIterate F x₀ k t) atTop (𝓝 (x t)) ∧
        Tendsto (fun k => deriv (scfIterate F x₀ k) t) atTop (𝓝 (deriv x t)) := by
  have hD : Differentiable ℝ F := hF.differentiable (by simp)
  have hq0 : 0 ≤ q := (norm_nonneg _).trans (hJ (0, 0))
  choose x hx using fun t => exists_fixed hq0 hq (step_contracts hD hJ t)
  -- the linear response equation is solvable, again by contraction
  have hresp : ∀ t, ∃ v, scfJacobian F (x t, t) v + explicitDeriv F (x t, t) = v := fun t =>
    exists_fixed hq0 hq fun y z => by
      rw [add_sub_add_right_eq_sub, ← map_sub]
      exact (scfJacobian F (x t, t)).le_of_opNorm_le (hJ _) _
  choose v hv using hresp
  have hxd : ∀ t, HasDerivAt x (v t) t := fun t => hasDerivAt_fixedPoint hF hq hJ hx (hv t)
  have hk : ∀ k, Differentiable ℝ (scfIterate F x₀ k) := by
    intro k
    induction k with
    | zero => exact hx₀
    | succ k ih => exact fun t => (hasDerivAt_step hD (ih t).hasDerivAt).differentiableAt
  refine ⟨x, fun t y => ⟨fun hy => ?_, fun hy => hy ▸ hx t⟩,
    fun t => (hxd t).differentiableAt, hk, fun t => ?_⟩
  · have h := step_contracts hD hJ t y (x t)
    rw [hy, hx t] at h
    have h0 : ‖y - x t‖ = 0 := by nlinarith [norm_nonneg (y - x t)]
    exact sub_eq_zero.1 (norm_eq_zero.1 h0)
  have hconv : Tendsto (fun k => scfIterate F x₀ k t) atTop (𝓝 (x t)) := by
    rw [tendsto_iff_norm_sub_tendsto_zero]
    refine damped_tendsto_zero (δ := fun _ => 0) hq0 hq (fun _ => norm_nonneg _)
      (fun k => ?_) tendsto_const_nhds
    have h := step_contracts hD hJ t (scfIterate F x₀ k t) (x t)
    rw [hx t] at h
    rw [add_zero]
    exact h
  refine ⟨hconv, ?_⟩
  rw [(hxd t).deriv, tendsto_iff_norm_sub_tendsto_zero]
  -- the source term is the residual of the response equation at the current iterate
  have hcont : Continuous fun p => ‖fderiv ℝ F p (v t, 1) - v t‖ :=
    (((hF.continuous_fderiv (by simp)).clm_apply continuous_const).sub continuous_const).norm
  have hδ := (hcont.tendsto (x t, t)).comp (hconv.prodMk_nhds tendsto_const_nhds)
  rw [fderiv_split, one_smul, hv t, sub_self, norm_zero] at hδ
  refine damped_tendsto_zero hq0 hq (fun _ => norm_nonneg _) (fun k => ?_) hδ
  have hstep : deriv (scfIterate F x₀ (k + 1)) t = _ :=
    (hasDerivAt_step hD (hk k t).hasDerivAt).deriv
  have e : deriv (scfIterate F x₀ (k + 1)) t - v t =
      scfJacobian F (scfIterate F x₀ k t, t) (deriv (scfIterate F x₀ k) t - v t) +
      (fderiv ℝ F (scfIterate F x₀ k t, t) (v t, 1) - v t) := by
    rw [hstep, fderiv_split, one_smul, map_sub]
    abel
  exact (congrArg norm e).le.trans ((norm_add_le _ _).trans
    (add_le_add ((scfJacobian F _).le_of_opNorm_le (hJ _) _) le_rfl))

/-- The one-dimensional SCF map `F(x, t) = t - x`. -/
def slosh (p : ℝ × ℝ) : ℝ := p.2 - p.1

/-- The bound `q < 1` cannot be relaxed to `q = 1`: the map `t - x` has state derivative of norm
one and the self-consistent state `t / 2`, but the derivatives of its iterates from the zero guess
have no limit. -/
theorem slosh_derivatives_diverge :
    (∀ p, ‖scfJacobian slosh p‖ = 1) ∧ (∀ t y, slosh (y, t) = y ↔ y = t / 2) ∧
      ∀ t, ¬ ∃ l, Tendsto (fun k => deriv (scfIterate slosh (fun _ => 0) k) t) atTop (𝓝 l) := by
  refine ⟨fun p => ?_, fun t y => ?_, ?_⟩
  · have h : HasFDerivAt slosh
        (ContinuousLinearMap.snd ℝ ℝ ℝ - ContinuousLinearMap.fst ℝ ℝ ℝ) p :=
      hasFDerivAt_snd.sub hasFDerivAt_fst
    have e : scfJacobian slosh p = -ContinuousLinearMap.id ℝ ℝ := by
      ext
      simp [scfJacobian, h.fderiv]
    rw [e, norm_neg, ContinuousLinearMap.norm_id]
  · change t - y = y ↔ y = t / 2
    constructor <;> intro h <;> linarith
  · rintro t ⟨l, hl⟩
    -- the iterates alternate between 0 and t
    have hs : ∀ k, scfIterate slosh (fun _ => 0) (2 * k) = (fun _ => 0) ∧
        scfIterate slosh (fun _ => 0) (2 * k + 1) = (fun s => s) := by
      intro k
      induction k with
      | zero => exact ⟨rfl, by funext s; simp [scfIterate, slosh]⟩
      | succ k ih =>
        have h0 : scfIterate slosh (fun _ => 0) (2 * (k + 1)) = (fun _ => 0) := by
          funext s
          change slosh (scfIterate slosh (fun _ => 0) (2 * k + 1) s, s) = 0
          rw [ih.2]
          simp [slosh]
        refine ⟨h0, ?_⟩
        funext s
        change slosh (scfIterate slosh (fun _ => 0) (2 * (k + 1)) s, s) = s
        rw [h0]
        simp [slosh]
    have e0 : ∀ k, deriv (scfIterate slosh (fun _ => 0) (2 * k)) t = 0 := by
      intro k
      rw [(hs k).1]
      simp
    have e1 : ∀ k, deriv (scfIterate slosh (fun _ => 0) (2 * k + 1)) t = 1 := by
      intro k
      rw [(hs k).2]
      exact (hasDerivAt_id' t).deriv
    have t0 : Tendsto (fun k : ℕ => 2 * k) atTop atTop :=
      tendsto_atTop_mono (fun k => by simp only [id]; omega) tendsto_id
    have t1 : Tendsto (fun k : ℕ => 2 * k + 1) atTop atTop :=
      tendsto_atTop_mono (fun k => by simp only [id]; omega) tendsto_id
    have l0 : l = 0 := tendsto_nhds_unique (Tendsto.congr e0 (hl.comp t0)) tendsto_const_nhds
    have l1 : l = 1 := tendsto_nhds_unique (Tendsto.congr e1 (hl.comp t1)) tendsto_const_nhds
    linarith

end

end SCFDifferentiation
```

```lean
#print axioms SCFDifferentiation.scf_derivatives_converge
#print axioms SCFDifferentiation.slosh_derivatives_diverge
```

```
'SCFDifferentiation.scf_derivatives_converge' depends on axioms: [propext, Classical.choice, Quot.sound]
'SCFDifferentiation.slosh_derivatives_diverge' depends on axioms: [propext, Classical.choice, Quot.sound]
```

## How the Lean statement encodes the SCF problem

The state space `E` is a real normed space, and the main theorem `scf_derivatives_converge` also requires it to be complete; ℝⁿ qualifies. So does the space of all real symmetric matrices of a fixed size, which contains the real Fock matrices in a fixed finite basis. The idempotent density matrices of a fixed, nonzero electron number do not, because the sum of two of them has the wrong electron number. The state is the first component of the pair in `E × ℝ`, the parameter the second. `scfIterate` is the loop, `scfJacobian` is J and `explicitDeriv` is b. The norm in `hJ` is the operator norm belonging to the norm chosen on `E`.

The hypotheses `hF`, `hq`, `hJ` and `hx₀` are those listed above. The conclusion provides a function `x` such that `F (y, t) = y` holds exactly when `y = x t`, together with differentiability of `x` and of every iterate, and both limits. Differentiability matters here because Mathlib's `deriv` returns 0 where no derivative exists.

## The lemmas behind each step

`step_contracts` is the mean value bound. `exists_fixed` is used twice, for the state and for the response vector. `hasDerivAt_fixedPoint` proves x'(t) = v; its local fact `absorb` does the division by 1 − q, and `key` is the identity d = J d + R. `hasDerivAt_step` is the chain rule for one iteration, with `fderiv_split` separating J from b. `damped_tendsto_zero` handles the recursion, with zero source for the states and source δ_k for the derivatives. `slosh_derivatives_diverge` treats the borderline case by comparing even and odd iterates.

## Little-o along the solution curve

Mathlib's asymptotic relations `=O[𝓝 t]` and `=o[𝓝 t]` carry the differentiability argument. The derivative of F at (x(t), t) comes with a remainder that is little-o of the displacement in `E × ℝ`. `comp_tendsto` restricts this to the curve s ↦ (x(s), s), which requires the curve to be continuous at t. `trans_isBigO` then replaces the displacement by s − t. Both moves rest on `hO`, the estimate x(s) − x(t) = O(s − t), so no ε or δ has to be chosen.

## What a production code can take from this

The guarantee is convergence at each t, in exact arithmetic and for one real parameter. It gives no rate for the derivatives, no uniformity in t and no rounding analysis.

It is left to the user to show that the actual SCF update is continuously differentiable and satisfies the bound on the whole state space. A realistic update may contract only near its solution, and one that fills the lowest orbitals with integer occupations can jump where the gap between occupied and empty orbitals closes. Linear mixing with a fixed weight can be included in F, but DIIS, which uses earlier iterates, does not have the form x_(k+1) = F(x_k, t).

A small SCF residual does not certify the derivative. If a constant guess happens to equal the solution at one value of t, the residual there is zero from the start, while the derivative of the guess is zero whatever x'(t) may be. The change in x_k' therefore needs monitoring of its own.

The borderline example shows that q < 1 cannot be weakened to q ≤ 1, even when the self-consistent state is unique and differentiable.
